# The norm of a full eigenstate from the energy derivative of its reduced secular matrix

## Blocks, signs and the scalar product

Let a finite orthonormal basis be split into two sets, indexed by `m` and `n`. The states in `m` are kept and those in `n` are eliminated. The matrix $A$ acts within the first set, $D$ within the second, and $B$ couples them:

$$H=\begin{pmatrix}A&B\\B^\dagger&D\end{pmatrix}.$$

For a real energy $E$, define the Green matrix of the eliminated block and the reduced secular matrix by

$$G(E)=(E-D)^{-1},\qquad M(E)=A-E+B\,G(E)\,B^\dagger .$$

From amplitudes $c$ on the kept set, the full state is rebuilt as $\psi=(c,\;G(E)B^\dagger c)$. The result is that, if $D$ is Hermitian, $E$ is not an eigenvalue of $D$ and $M(E)c=0$, then

$$H\psi=E\psi,\qquad \sum_x|\psi_x|^2=-\langle c,M'(E)c\rangle .$$

The scalar product is conjugate-linear in its first argument, and Lean writes it as `star c ⬝ᵥ v`. The dagger is `ᴴ` in the code and `*` in the docstrings, and a vector on both sets is a function on `m ⊕ n`.

```lean
import Mathlib

open Matrix Filter Topology

namespace KKRSecularNorm

noncomputable section

variable {m n : Type*} [Fintype m] [DecidableEq m] [Fintype n] [DecidableEq n]

/-- The full Hamiltonian with diagonal blocks `A`, `D` and coupling `B`. -/
def hamiltonian (A : Matrix m m ℂ) (B : Matrix m n ℂ) (D : Matrix n n ℂ) :
    Matrix (m ⊕ n) (m ⊕ n) ℂ := fromBlocks A B Bᴴ D

/-- The matrix `E - D` of the eliminated block. -/
def shifted (D : Matrix n n ℂ) (E : ℝ) : Matrix n n ℂ :=
  (E : ℂ) • (1 : Matrix n n ℂ) - D

/-- The Green matrix `(E - D)⁻¹` of the eliminated block. -/
def green (D : Matrix n n ℂ) (E : ℝ) : Matrix n n ℂ := (shifted D E)⁻¹

/-- The reduced secular matrix `M(E) = A - E + B (E - D)⁻¹ B*`. -/
def secular (A : Matrix m m ℂ) (B : Matrix m n ℂ) (D : Matrix n n ℂ) (E : ℝ) :
    Matrix m m ℂ := A - (E : ℂ) • (1 : Matrix m m ℂ) + B * green D E * Bᴴ

/-- The full state `(c, (E - D)⁻¹ B* c)` rebuilt from the reduced amplitudes `c`. -/
def fullState (B : Matrix m n ℂ) (D : Matrix n n ℂ) (E : ℝ) (c : m → ℂ) : m ⊕ n → ℂ :=
  Sum.elim c (green D E *ᵥ (Bᴴ *ᵥ c))
```

The derivative $M'(E)$ is taken entry by entry with respect to real energy.

```lean
/-- The energy derivative `M'(E)` of a matrix function, taken entry by entry. -/
def energyDeriv (M : ℝ → Matrix m m ℂ) (E : ℝ) : Matrix m m ℂ :=
  Matrix.of fun i j => deriv (fun e => M e i j) E
```

In the multiple-scattering method of Korringa, Kohn and Rostoker (KKR) the secular matrix also depends on energy. For the finite matrix model here, the result normalises a full state without storing its eliminated components: dividing a non-zero $c$ by $\sqrt{-\langle c,M'(E)c\rangle}$ makes the rebuilt $\psi$ a unit vector. The matrix $M(E)$ comes from eliminating a block. Despite the name of the Lean namespace, it is not the KKR matrix built from scattering matrices and structure constants, and neither a non-orthogonal basis nor an energy-dependent $B$ is covered.

## The energy is not an eigenvalue of the eliminated block

Physically, the eliminated part has no state of its own at energy $E$, so its response to the amplitudes $c$ is finite and unique. In Lean this is `(shifted D E).det ≠ 0`, where `shifted D E` is $E-D$.

By hand, the condition first enters through the resolvent identity. If neither $E$ nor $F$ is an eigenvalue of $D$, then

$$G(E)-G(F)=G(E)\big[(F-D)-(E-D)\big]G(F)=(F-E)\,G(E)G(F).$$

The term $A$ cancels in the difference of two secular matrices, which leaves

$$\begin{aligned}M(E)-M(F)&=(F-E)+B\,[G(E)-G(F)]\,B^\dagger\\&=(F-E)\big[1+B\,G(E)G(F)\,B^\dagger\big].\end{aligned}$$

The proof of `secular_sub` follows the same lines. Facts `h1` and `h2` are the two inverse relations, `h3` is the difference of the shifted matrices, and `r` is the resolvent identity.

```lean
omit [Fintype m] in
/-- The difference of the secular matrices at two energies, expressed through the
Green matrices at both energies. -/
theorem secular_sub (A : Matrix m m ℂ) (B : Matrix m n ℂ) (D : Matrix n n ℂ) {E F : ℝ}
    (hE : (shifted D E).det ≠ 0) (hF : (shifted D F).det ≠ 0) :
    secular A B D E - secular A B D F =
      ((F : ℂ) - E) • (1 + B * (green D E * green D F) * Bᴴ) := by
  have h1 : green D E * shifted D E = 1 := nonsing_inv_mul _ (isUnit_iff_ne_zero.2 hE)
  have h2 : shifted D F * green D F = 1 := mul_nonsing_inv _ (isUnit_iff_ne_zero.2 hF)
  have h3 : shifted D F - shifted D E = ((F : ℂ) - E) • (1 : Matrix n n ℂ) := by
    simp only [shifted]
    module
  -- the resolvent identity
  have r : green D E - green D F = ((F : ℂ) - E) • (green D E * green D F) := by
    calc green D E - green D F
        = green D E * (shifted D F * green D F)
          - (green D E * shifted D E) * green D F := by rw [h1, h2, mul_one, one_mul]
      _ = green D E * (shifted D F - shifted D E) * green D F := by noncomm_ring
      _ = _ := by rw [h3, Matrix.mul_smul, Matrix.mul_one, Matrix.smul_mul]
  calc secular A B D E - secular A B D F
      = ((F : ℂ) - E) • (1 : Matrix m m ℂ) + B * (green D E - green D F) * Bᴴ := by
        unfold secular
        rw [Matrix.mul_sub, Matrix.sub_mul]
        module
    _ = _ := by rw [r, Matrix.mul_smul, Matrix.smul_mul, smul_add]
```

For the derivative, take a nearby energy $e\neq E$ and divide:

$$\frac{M(e)-M(E)}{e-E}=-\big[1+B\,G(e)G(E)\,B^\dagger\big].$$

Since $\det(E-D)\neq0$, the determinant stays non-zero near $E$. The formula $G(e)=\operatorname{adj}(e-D)/\det(e-D)$ then shows that $G$ is continuous at $E$. Letting $e\to E$ gives

$$M'(E)=-\big[1+B\,G(E)^2B^\dagger\big].$$

In `secular_hasDerivAt`, `hg` is the continuity of $G$, `hev` keeps nearby energies away from the eigenvalues of $D$, and `key` supplies the exact difference quotient. The theorem proves that the derivative exists as well as giving its value.

```lean
omit [Fintype m] in
/-- Away from the eigenvalues of `D`, every entry of the secular matrix is differentiable
in the energy, with `M'(E) = -(1 + B (E - D)⁻² B*)`. -/
theorem secular_hasDerivAt (A : Matrix m m ℂ) (B : Matrix m n ℂ) (D : Matrix n n ℂ) {E : ℝ}
    (hE : (shifted D E).det ≠ 0) (i j : m) :
    HasDerivAt (fun e : ℝ => secular A B D e i j)
      ((-(1 + B * (green D E * green D E) * Bᴴ) : Matrix m m ℂ) i j) E := by
  have hs : Continuous (fun e : ℝ => shifted D e) := by
    unfold shifted
    exact (Complex.continuous_ofReal.smul continuous_const).sub continuous_const
  -- the Green matrix is continuous at `E`
  have hg : ContinuousAt (fun e : ℝ => green D e) E := by
    have hform : (fun e : ℝ => green D e) =
        fun e : ℝ => ((shifted D e).det)⁻¹ • (shifted D e).adjugate := by
      funext e
      rw [green, Matrix.inv_def, Ring.inverse_eq_inv']
    rw [hform]
    exact (hs.matrix_det.continuousAt.inv₀ hE).smul hs.matrix_adjugate.continuousAt
  have hc : Continuous (fun X : Matrix n n ℂ =>
      (-(1 + B * (X * green D E) * Bᴴ) : Matrix m m ℂ) i j) := by
    have h : Continuous (fun X : Matrix n n ℂ =>
        (-(1 + B * (X * green D E) * Bᴴ) : Matrix m m ℂ)) :=
      (continuous_const.add ((continuous_const.matrix_mul
        (continuous_id.matrix_mul continuous_const)).matrix_mul continuous_const)).neg
    exact h.matrix_elem i j
  have hev : ∀ᶠ e in 𝓝 E, (shifted D e).det ≠ 0 :=
    hs.matrix_det.continuousAt.eventually_ne hE
  -- the difference quotient is given exactly by `secular_sub`
  rw [hasDerivAt_iff_tendsto_slope]
  refine Tendsto.congr' ?_ (((hc.tendsto (green D E)).comp hg).mono_left nhdsWithin_le_nhds)
  filter_upwards [nhdsWithin_le_nhds hev, self_mem_nhdsWithin] with e he hne
  have hne1 : e ≠ E := hne
  have hne2 : (e : ℂ) - E ≠ 0 := sub_ne_zero.2 (by exact_mod_cast hne1)
  have key := congrFun (congrFun (secular_sub A B D he hE) i) j
  rw [Matrix.sub_apply, Matrix.smul_apply, smul_eq_mul] at key
  rw [slope_def_module]
  change (-(1 + B * (green D e * green D E) * Bᴴ) : Matrix m m ℂ) i j =
    (e - E)⁻¹ • (secular A B D e i j - secular A B D E i j)
  have hflip : (E : ℂ) - e = -((e : ℂ) - E) := by ring
  rw [key, Complex.real_smul, Matrix.neg_apply, Complex.ofReal_inv, Complex.ofReal_sub,
    hflip, neg_mul, mul_neg, inv_mul_cancel_left₀ hne2]
```

Without this condition the reduced problem can miss a state. Take one state in each set, with $A=1$, $B=0$, $D=0$ and $E=0$. The vector $(0,1)$ is an eigenvector of $H$ with eigenvalue $0$. Here $G(0)$ does not exist, but $B=0$ gives $M(E)=1-E$ for every $E\neq0$. This tends to $1$ as $E\to0$, so the reduced determinant gives no sign of the eigenvalue $0$.

## The eliminated block is Hermitian

This hypothesis says that the eliminated part, taken alone, conserves probability: it has no absorption or gain. In Lean it is `D.IsHermitian`. For real $E$ it makes $E-D$ Hermitian, and hence $G(E)^\dagger=G(E)$.

That is the step which turns an overlap into an expression in the reduced amplitudes. Let $\psi_E(c)$ be the state rebuilt from $c$ at energy $E$, and $\psi_F(c')$ the one rebuilt from $c'$ at energy $F$. Then

$$\begin{aligned}\langle\psi_E(c),\psi_F(c')\rangle&=\langle c,c'\rangle+\langle G(E)B^\dagger c,\;G(F)B^\dagger c'\rangle\\&=\big\langle c,\,[1+B\,G(E)G(F)\,B^\dagger]\,c'\big\rangle .\end{aligned}$$

In the proof, `hG` is the Hermiticity of the Green matrix and `split` separates the sum over the two sets. The remaining rewriting moves $G(E)B^\dagger$ across the scalar product.

```lean
/-- The overlap of two rebuilt states, possibly at different energies, as a form in their
reduced amplitudes. -/
theorem fullState_overlap (B : Matrix m n ℂ) {D : Matrix n n ℂ} (hD : D.IsHermitian)
    (E F : ℝ) (c c' : m → ℂ) :
    star (fullState B D E c) ⬝ᵥ fullState B D F c' =
      star c ⬝ᵥ ((1 + B * (green D E * green D F) * Bᴴ) *ᵥ c') := by
  have hG : (green D E)ᴴ = green D E := by
    have hS : (shifted D E)ᴴ = shifted D E := by
      simp [shifted, conjTranspose_sub, conjTranspose_smul, hD.eq]
    rw [green, conjTranspose_nonsing_inv, hS]
  have split : star (fullState B D E c) ⬝ᵥ fullState B D F c' = star c ⬝ᵥ c' +
      star (green D E *ᵥ (Bᴴ *ᵥ c)) ⬝ᵥ (green D F *ᵥ (Bᴴ *ᵥ c')) := by
    simp only [fullState, dotProduct, Fintype.sum_sum_type, Pi.star_apply,
      Sum.elim_inl, Sum.elim_inr]
  rw [split, Matrix.star_mulVec, Matrix.star_mulVec, conjTranspose_conjTranspose, hG,
    Matrix.add_mulVec, Matrix.one_mulVec, dotProduct_add,
    ← Matrix.dotProduct_mulVec, ← Matrix.dotProduct_mulVec]
  simp only [Matrix.mulVec_mulVec, Matrix.mul_assoc]
```

Multiplying by $F-E$ and inserting the difference formula for $M$ gives

$$(F-E)\,\langle\psi_E(c),\psi_F(c')\rangle=\langle c,[M(E)-M(F)]\,c'\rangle .$$

```lean
/-- For Hermitian `D` and energies `E`, `F` that are not eigenvalues of `D`, the overlap of the
states rebuilt at `E` and at `F`, times `F - E`, is the matrix element of `M(E) - M(F)` between
their reduced amplitudes. -/
theorem overlap_eq_secular_difference (A : Matrix m m ℂ) (B : Matrix m n ℂ)
    {D : Matrix n n ℂ} (hD : D.IsHermitian) {E F : ℝ}
    (hE : (shifted D E).det ≠ 0) (hF : (shifted D F).det ≠ 0) (c c' : m → ℂ) :
    ((F : ℂ) - E) * (star (fullState B D E c) ⬝ᵥ fullState B D F c') =
      star c ⬝ᵥ ((secular A B D E - secular A B D F) *ᵥ c') := by
  rw [fullState_overlap B hD, secular_sub A B D hE hF, Matrix.smul_mulVec,
    dotProduct_smul, smul_eq_mul]
```

At $F=E$ and $c'=c$, the overlap formula gives the squared norm $\langle c,[1+B\,G(E)^2B^\dagger]c\rangle$, which is $-\langle c,M'(E)c\rangle$.

If $D$ is not Hermitian, the norm formula can fail. Take one state in each set, with $A=-i$, $B=1$, $D=i$ and $E=0$. Then $G(0)=i$ and $M(0)=-i+i=0$, so $c=1$ is allowed and $\psi=(1,i)$. This vector satisfies $H\psi=0$ and has squared norm $2$, but $M'(0)=-(1+i^2)=0$.

The block $A$ is Hermitian in a physical Hamiltonian, but the theorems do not assume it. It cancels in $M(E)-M(F)$ and does not enter the overlap.

## The energy is real

A real $E$ is the energy of a stationary state. In Lean the condition is carried by the type `E : ℝ`, and the derivation uses it together with the Hermiticity of $D$ to obtain $G(E)^\dagger=G(E)$.

The model could also have used a complex energy $z$ and a complex derivative. The resolvent identity, the derivative formula and the elimination would keep their form, and the secular equation would then reach complex eigenvalues of a non-Hermitian $H$. The norm formula would change: for Hermitian $D$ one has $G(z)^\dagger=G(\bar z)$, so the squared norm contains $G(\bar z)G(z)$, whereas $M'(z)$ contains $G(z)^2$.

## The reduced amplitudes solve the secular problem

The condition $M(E)c=0$ says that the kept amplitudes are stationary once the response of the eliminated part has been included. For $\psi=(c,d)$, the equation $H\psi=E\psi$ has two block rows:

$$Ac+Bd=Ec,\qquad B^\dagger c+Dd=Ed .$$

The second row reads $(E-D)d=B^\dagger c$, which is equivalent to $d=G(E)B^\dagger c$. With this $d$, the first row becomes $M(E)c=0$. Each step can be reversed, so the full equation holds exactly when both reduced conditions do.

In `eigen_iff_secular`, `hsplit` gives the two rows, `hd` solves the second for $d$, and `hsec` writes out $M(E)c$ for comparison with the first.

```lean
/-- For `E` not an eigenvalue of `D`, the vector `(c, d)` solves the full eigenvalue equation
exactly when `M(E) c = 0` and `d = (E - D)⁻¹ B* c`. -/
theorem eigen_iff_secular (A : Matrix m m ℂ) (B : Matrix m n ℂ) (D : Matrix n n ℂ) {E : ℝ}
    (hE : (shifted D E).det ≠ 0) (c : m → ℂ) (d : n → ℂ) :
    hamiltonian A B D *ᵥ Sum.elim c d = (E : ℂ) • Sum.elim c d ↔
      secular A B D E *ᵥ c = 0 ∧ d = green D E *ᵥ (Bᴴ *ᵥ c) := by
  have hsplit : hamiltonian A B D *ᵥ Sum.elim c d = (E : ℂ) • Sum.elim c d ↔
      A *ᵥ c + B *ᵥ d = (E : ℂ) • c ∧ Bᴴ *ᵥ c + D *ᵥ d = (E : ℂ) • d := by
    rw [hamiltonian, fromBlocks_mulVec, Sum.elim_comp_inl, Sum.elim_comp_inr]
    constructor
    · intro h
      exact ⟨funext fun i => congrFun h (Sum.inl i), funext fun i => congrFun h (Sum.inr i)⟩
    · rintro ⟨h1, h2⟩
      funext x
      cases x with
      | inl i => exact congrFun h1 i
      | inr i => exact congrFun h2 i
  have hl : ∀ v, green D E *ᵥ (shifted D E *ᵥ v) = v := fun v => by
    rw [Matrix.mulVec_mulVec, green, nonsing_inv_mul _ (isUnit_iff_ne_zero.2 hE),
      Matrix.one_mulVec]
  have hr : ∀ v, shifted D E *ᵥ (green D E *ᵥ v) = v := fun v => by
    rw [Matrix.mulVec_mulVec, green, mul_nonsing_inv _ (isUnit_iff_ne_zero.2 hE),
      Matrix.one_mulVec]
  have hs : shifted D E *ᵥ d = (E : ℂ) • d - D *ᵥ d := by
    rw [shifted, Matrix.sub_mulVec, Matrix.smul_mulVec, Matrix.one_mulVec]
  -- the second block row fixes `d`
  have hd : Bᴴ *ᵥ c + D *ᵥ d = (E : ℂ) • d ↔ d = green D E *ᵥ (Bᴴ *ᵥ c) := by
    constructor
    · intro h
      have h' : Bᴴ *ᵥ c = shifted D E *ᵥ d := by
        rw [hs]
        exact eq_sub_of_add_eq h
      rw [h', hl]
    · intro h
      have h' : shifted D E *ᵥ d = Bᴴ *ᵥ c := by rw [h, hr]
      rw [← h', hs, sub_add_cancel]
  have hsec : secular A B D E *ᵥ c =
      A *ᵥ c - (E : ℂ) • c + B *ᵥ (green D E *ᵥ (Bᴴ *ᵥ c)) := by
    rw [secular, Matrix.add_mulVec, Matrix.sub_mulVec, Matrix.smul_mulVec, Matrix.one_mulVec]
    simp only [Matrix.mulVec_mulVec, Matrix.mul_assoc]
  rw [hsplit, hd]
  constructor
  · rintro ⟨h1, h2⟩
    refine ⟨?_, h2⟩
    rw [hsec, ← h2, ← h1]
    abel
  · rintro ⟨h1, h2⟩
    refine ⟨?_, h2⟩
    rw [hsec, ← h2] at h1
    refine sub_eq_zero.1 (Eq.trans ?_ h1)
    abel
```

The main theorem combines this equivalence with the norm calculation. Its hypothesis `hc` is $M(E)c=0$, and it is used only for $H\psi=E\psi$. For a general $c$ the rebuilt vector leaves the residual $(H-E)\psi=(M(E)c,\,0)$, while its norm is still given by the same formula.

In the proof, `hM` identifies `energyDeriv` with the derivative found above, and `hnorm` writes the sum of squared moduli as a scalar product. The sum is written out because Lean's default norm on such functions is the largest modulus of a component. The real sum is regarded as a complex number, so the equation also says that the right-hand side has no imaginary part.

```lean
/-- If `D` is Hermitian, `E` is not an eigenvalue of `D` and `M(E) c = 0`, the rebuilt state `ψ`
satisfies `H ψ = E ψ`, and its full squared norm is `-⟨c, M'(E) c⟩`. -/
theorem fullState_eigen_and_norm (A : Matrix m m ℂ) (B : Matrix m n ℂ) {D : Matrix n n ℂ}
    (hD : D.IsHermitian) {E : ℝ} (hE : (shifted D E).det ≠ 0) {c : m → ℂ}
    (hc : secular A B D E *ᵥ c = 0) :
    hamiltonian A B D *ᵥ fullState B D E c = (E : ℂ) • fullState B D E c ∧
      ((∑ x, ‖fullState B D E c x‖ ^ 2 : ℝ) : ℂ) =
        -(star c ⬝ᵥ (energyDeriv (secular A B D) E *ᵥ c)) := by
  refine ⟨(eigen_iff_secular A B D hE c _).2 ⟨hc, rfl⟩, ?_⟩
  have hM : energyDeriv (secular A B D) E = -(1 + B * (green D E * green D E) * Bᴴ) := by
    ext i j
    exact (secular_hasDerivAt A B D hE i j).deriv
  have hnorm : ((∑ x, ‖fullState B D E c x‖ ^ 2 : ℝ) : ℂ) =
      star (fullState B D E c) ⬝ᵥ fullState B D E c := by
    rw [Complex.ofReal_sum]
    refine Finset.sum_congr rfl fun x _ => ?_
    rw [Complex.ofReal_pow]
    exact (Complex.conj_mul' _).symm
  rw [hnorm, fullState_overlap B hD, hM, Matrix.neg_mulVec, dotProduct_neg, neg_neg]
```

The choice $c=0$ is allowed and gives $\psi=0$. An eigenstate needs $c\neq0$, and $\psi$ vanishes exactly when $c$ does, because $d=G(E)B^\dagger c$. A non-zero solution of $M(E)c=0$ exists exactly when $\det M(E)=0$. This gives the secular equation for real energies that are not eigenvalues of $D$, and here $D$ need not be Hermitian.

```lean
/-- For `E` not an eigenvalue of `D`, the full Hamiltonian has eigenvalue `E` exactly when
`det M(E) = 0`. -/
theorem secular_equation (A : Matrix m m ℂ) (B : Matrix m n ℂ) (D : Matrix n n ℂ) {E : ℝ}
    (hE : (shifted D E).det ≠ 0) :
    (∃ ψ : m ⊕ n → ℂ, ψ ≠ 0 ∧ hamiltonian A B D *ᵥ ψ = (E : ℂ) • ψ) ↔
      (secular A B D E).det = 0 := by
  rw [← Matrix.exists_mulVec_eq_zero_iff]
  constructor
  · rintro ⟨ψ, hψ, h⟩
    rw [← Sum.elim_comp_inl_inr ψ] at h
    obtain ⟨h1, h2⟩ := (eigen_iff_secular A B D hE _ _).1 h
    refine ⟨ψ ∘ Sum.inl, fun h0 => hψ ?_, h1⟩
    -- as `E` is not an eigenvalue of `D`, a solution with zero reduced amplitudes is zero
    rw [h0, Matrix.mulVec_zero, Matrix.mulVec_zero] at h2
    funext x
    cases x with
    | inl i => exact congrFun h0 i
    | inr i => exact congrFun h2 i
  · rintro ⟨c, hc, h⟩
    refine ⟨fullState B D E c, fun h0 => hc ?_, (eigen_iff_secular A B D hE c _).2 ⟨h, rfl⟩⟩
    funext i
    exact congrFun h0 (Sum.inl i)

end

end KKRSecularNorm
```

```lean
#print axioms KKRSecularNorm.overlap_eq_secular_difference
-- 'KKRSecularNorm.overlap_eq_secular_difference' depends on axioms: [propext, Classical.choice, Quot.sound]
#print axioms KKRSecularNorm.fullState_eigen_and_norm
-- 'KKRSecularNorm.fullState_eigen_and_norm' depends on axioms: [propext, Classical.choice, Quot.sound]
#print axioms KKRSecularNorm.secular_equation
-- 'KKRSecularNorm.secular_equation' depends on axioms: [propext, Classical.choice, Quot.sound]
```
